# Frozen-density extrapolation in the Wolfsberg–Helmholz constant never underestimates the extended Hückel energy

## Changing K without a new diagonalisation

An extended Hückel calculation has been done at K₀ = 1.75, and the energy at K = 1.80 is wanted. The doubly occupied orbitals are at hand, so one contracts their density matrix, taken without the factor 2 for spin, with the part of the Hamiltonian that K multiplies, scales the result by 2(K − K₀), and adds it to the old energy. No new eigenvalue problem is solved. The estimate is either exact or too high, whatever the sign of K − K₀.

The Hamiltonian is H(K) = D + KW. In the usual parametrisation D is diagonal and holds the negative ionisation energies, while W has zero diagonal and the off-diagonal elements

W_ij = S_ij (D_ii + D_jj)/2,

where S is the overlap matrix. The empirical constant K sets how strongly overlap is converted into coupling between atomic orbitals.

## The bound and its assumptions

Let N be the number of basis orbitals and n the number of electron pairs. The orbitals are the columns c_i of a matrix C, with levels e_0 ≤ e_1 ≤ … ≤ e_(N−1), and satisfy

CᵀSC = 1, HC = SC diag(e).

With f_i = 1 for i < n and f_i = 0 otherwise, define

E = 2 ∑ f_i e_i, P = ∑ f_i c_i c_iᵀ.

P carries no factor 2 for spin. For real symmetric D and W, positive definite S, and P built from orbitals at K₀,

E(K) ≤ E(K₀) + 2(K − K₀) tr(PW),

and E is concave in K.

In the Lean file, `IsOrbitals H S C e` contains the two matrix equations and the ordering of the levels, `occ n` is f, `density n C` is P, and `energy H S n` is E. Matrices over `Fin N` make the basis finite and start the numbering at 0. The hypothesis `S.PosDef` says that the basis functions are linearly independent. The bound is `energy_le_frozen`, and concavity on the whole real line is `energy_concave`.

D and W may be any symmetric matrices, so the special form of W is not used. They and S must stay fixed as K varies, which excludes a change of geometry and charge-iterative schemes where D depends on the populations. Electrons are non-interacting and come in pairs. If levels coincide at the Fermi level, any choice of occupied orbitals gives a valid bound.

## From aufbau filling to concavity

**Orbitals exist.** Diagonalise S = Q diag(a) Qᵀ, with all a_i > 0, and put V = Q diag(a_i^(−1/2)), so that VᵀSV = 1. Diagonalise VᵀHV with an orthogonal U and set C = VU. Then CᵀSC = 1 and CᵀHC = diag(e). The first equation also gives SCCᵀ = 1, hence HC = SCCᵀHC = SC diag(e).

**Aufbau filling is lowest.** Let 0 ≤ q_i ≤ 1 and ∑ q_i = ∑ f_i. Choose μ with e_i ≤ μ for i < n and e_i ≥ μ for the rest. In both cases

(q_i − f_i)(e_i − μ) ≥ 0.

On summation the μ terms cancel, leaving ∑ f_i e_i ≤ ∑ q_i e_i.

**Trial orbitals give an upper bound.** Let XᵀSX = 1 and write X = CU. Then UᵀU = 1, so every row and column of U has squares that sum to 1. For the density matrix P_X of the first n columns of X,

tr(P_X H) = ∑_i q_i e_i, q_i = ∑_j f_j U_ij².

These q_i lie between 0 and 1 and have the total ∑ f_j. Therefore ∑ f_i e_i ≤ tr(P_X H), with equality for X = C.

**Freeze the density.** Orbitals at K₀ are S-orthonormal, and S does not depend on K, so they are allowed trial orbitals at K:

E(K) ≤ 2 tr(P H(K)) = 2 tr(P H(K₀)) + 2(K − K₀) tr(PW) = E(K₀) + 2(K − K₀) tr(PW).

**Concavity.** Let 0 ≤ a ≤ 1 and M = ax + (1 − a)y. Apply the bound from K₀ = M to x and to y, with weights a and 1 − a. The linear terms cancel because a(x − M) + (1 − a)(y − M) = 0, so

a E(x) + (1 − a) E(y) ≤ E(M).

**The slope.** Let t₁ and t₂ be the values of tr(PW) at K₁ < K₂. Adding the bound from K₁ to K₂ and the one from K₂ to K₁ gives 0 ≤ 2(K₂ − K₁)(t₁ − t₂), so tr(PW) never increases with K. Moreover, 2K tr(PW) − E(K), with P frozen at K₀, is smallest at K = K₀. Where E is differentiable, its slope there is therefore 2 tr(PW), the Hellmann–Feynman result.

## Two orbitals and one electron pair

Take D = diag(−21, −11) eV and S_01 = 0.6, so W_01 = 0.6 · (−16) = −9.6 eV. These are invented parameters. At K₀ = 2 the coupling is −19.2 eV, and the secular equation is

(−21 − e)(−11 − e) − (−19.2 − 0.6e)² = 0.

Its lower root is e_0 = −23.25 eV, so E(2) = −46.50 eV. The orbital is c_0 = (7, 3)/√83.2, where 83.2 = 49 + 9 + 2 · 0.6 · 21, and

tr(PW) = 2 · 21 · (−9.6)/83.2 ≈ −4.846 eV.

Extrapolation to K = 1.75 gives −46.50 + 2 · (−0.25) · (−4.846) ≈ −44.08 eV. Solving the secular equation again, with coupling −16.8 eV, gives e_0 ≈ −22.12 eV and E(1.75) ≈ −44.24 eV. The frozen density is too high by about 0.16 eV.

## The Lean file

```lean
import Mathlib

open Matrix

namespace FrozenDensityExtrapolation

variable {N : ℕ} {H S C X D W : Matrix (Fin N) (Fin N) ℝ} {e : Fin N → ℝ}

/-- The columns of `C` are `S`-orthonormal orbitals that solve the secular equation
`H C = S C diag(e)`, with the levels `e` in increasing order. -/
structure IsOrbitals (H S C : Matrix (Fin N) (Fin N) ℝ) (e : Fin N → ℝ) : Prop where
  orthonormal : Cᵀ * S * C = 1
  secular : H * C = S * C * diagonal e
  ordered : Monotone e

/-- Occupation by electron pairs: one for the first `n` orbitals, zero for the others. -/
def occ (n : ℕ) (i : Fin N) : ℝ := if (i : ℕ) < n then 1 else 0

/-- The density matrix `P = ∑ c cᵀ` over the first `n` columns `c` of `C`. -/
def density (n : ℕ) (C : Matrix (Fin N) (Fin N) ℝ) : Matrix (Fin N) (Fin N) ℝ :=
  C * diagonal (occ n) * Cᵀ

/-- Twice the sum of the `n` lowest generalised eigenvalues of `(H, S)`, for symmetric `H`,
positive definite `S` and `n` at most the number of orbitals. -/
noncomputable def energy (H S : Matrix (Fin N) (Fin N) ℝ) (n : ℕ) : ℝ :=
  Classical.epsilon fun E => ∃ C e, IsOrbitals H S C e ∧ E = 2 * ∑ i, occ n i * e i

/-- A real symmetric matrix has an orthonormal eigenbasis with ordered eigenvalues. -/
lemma exists_eigenbasis (hH : H.IsSymm) : ∃ (Q : Matrix (Fin N) (Fin N) ℝ) (a : Fin N → ℝ),
    Qᵀ * Q = 1 ∧ H * Q = Q * diagonal a ∧ Monotone a := by
  have hA : H.IsHermitian := by
    rw [Matrix.IsHermitian, conjTranspose_eq_transpose_of_trivial]
    exact hH
  let σ := Tuple.sort hA.eigenvalues
  refine ⟨Matrix.of fun i j => (hA.eigenvectorBasis (σ j)).ofLp i,
    hA.eigenvalues ∘ σ, ?_, ?_, Tuple.monotone_sort _⟩
  · ext i j
    have ho := orthonormal_iff_ite.1 hA.eigenvectorBasis.orthonormal (σ i) (σ j)
    rw [PiLp.inner_apply] at ho
    simp only [σ.injective.eq_iff] at ho
    rw [Matrix.mul_apply, Matrix.one_apply, ← ho]
    refine Finset.sum_congr rfl fun k _ => ?_
    simp [mul_comm]
  · ext i j
    rw [Matrix.mul_diagonal]
    exact (congrFun (hA.mulVec_eigenvectorBasis (σ j)) i).trans (mul_comm _ _)

/-- For symmetric `H` and positive definite overlap `S` the secular equation has a complete
set of `S`-orthonormal orbitals. -/
theorem exists_orbitals (hH : H.IsSymm) (hS : S.PosDef) : ∃ C e, IsOrbitals H S C e := by
  have hSs : S.IsSymm := by
    have h := hS.isHermitian
    rw [Matrix.IsHermitian, conjTranspose_eq_transpose_of_trivial] at h
    exact h
  obtain ⟨Q, a, hQ, hSQ, -⟩ := exists_eigenbasis hSs
  -- the eigenvalues of the overlap matrix are positive
  have hpos : ∀ i, 0 < a i := by
    intro i
    have hx : (fun k => Q k i) ≠ 0 := by
      intro h0
      have h1 := congrFun (congrFun hQ i) i
      have h2 : ∀ k, Q k i = 0 := fun k => congrFun h0 k
      simp [Matrix.mul_apply, h2] at h1
    have h := hS.dotProduct_mulVec_pos hx
    have h3 : star (fun k => Q k i) ⬝ᵥ S *ᵥ (fun k => Q k i) = (Qᵀ * (S * Q)) i i := by
      simp [Matrix.mul_apply, dotProduct, Matrix.mulVec]
    rw [h3, hSQ, ← Matrix.mul_assoc, hQ, Matrix.one_mul, diagonal_apply_eq] at h
    exact h
  have key : ∀ s t : ℝ, s ≠ 0 → s * s = t → s⁻¹ * t * s⁻¹ = 1 := by
    rintro s t hs rfl
    field_simp
  have hr : ∀ i, ∃ r : ℝ, r * a i * r = 1 := fun i =>
    ⟨_, key _ _ (Real.sqrt_pos.2 (hpos i)).ne' (Real.mul_self_sqrt (hpos i).le)⟩
  choose r hr using hr
  -- canonical orthogonalisation of the basis
  obtain ⟨V, hV⟩ : ∃ V : Matrix (Fin N) (Fin N) ℝ, Vᵀ * S * V = 1 := by
    refine ⟨Q * diagonal r, ?_⟩
    have h : (Q * diagonal r)ᵀ * S * (Q * diagonal r)
        = diagonal r * (Qᵀ * (S * Q)) * diagonal r := by
      simp only [transpose_mul, diagonal_transpose, Matrix.mul_assoc]
    rw [h, hSQ, ← Matrix.mul_assoc Qᵀ, hQ, Matrix.one_mul]
    simp only [diagonal_mul_diagonal, hr, diagonal_one]
  have hA : (Vᵀ * H * V).IsSymm := by
    unfold Matrix.IsSymm
    simp only [transpose_mul, transpose_transpose, hH.eq, Matrix.mul_assoc]
  obtain ⟨U, e, hU, hAU, he⟩ := exists_eigenbasis hA
  have h1 : (V * U)ᵀ * S * (V * U) = 1 := by
    calc (V * U)ᵀ * S * (V * U) = Uᵀ * (Vᵀ * S * V) * U := by
          simp only [transpose_mul, Matrix.mul_assoc]
      _ = 1 := by rw [hV, Matrix.mul_one, hU]
  have h2 : (V * U)ᵀ * (H * (V * U)) = diagonal e := by
    calc (V * U)ᵀ * (H * (V * U)) = Uᵀ * (Vᵀ * H * V * U) := by
          simp only [transpose_mul, Matrix.mul_assoc]
      _ = diagonal e := by rw [hAU, ← Matrix.mul_assoc, hU, Matrix.one_mul]
  have h3 : S * (V * U) * (V * U)ᵀ = 1 := by
    rw [Matrix.mul_assoc] at h1
    exact mul_eq_one_comm.1 h1
  exact ⟨V * U, e, h1,
    by rw [← h2, ← Matrix.mul_assoc (S * (V * U)) (V * U)ᵀ, h3, Matrix.one_mul], he⟩

/-- Aufbau principle: fractional occupations `q` between 0 and 1 with the same total never
give a lower sum of ordered level energies than filling the lowest levels. -/
theorem aufbau (n : ℕ) (he : Monotone e) {q : Fin N → ℝ} (h0 : ∀ i, 0 ≤ q i)
    (h1 : ∀ i, q i ≤ 1) (hq : ∑ i, q i = ∑ i : Fin N, occ n i) :
    ∑ i, occ n i * e i ≤ ∑ i, q i * e i := by
  -- a Fermi level separates occupied from empty orbitals
  obtain ⟨μ, hlo, hhi⟩ : ∃ μ : ℝ, (∀ i : Fin N, (i : ℕ) < n → e i ≤ μ) ∧
      ∀ i : Fin N, ¬ (i : ℕ) < n → μ ≤ e i := by
    by_cases hn : n < N
    · exact ⟨e ⟨n, hn⟩, fun i hi => he (Fin.le_def.2 hi.le),
        fun i hi => he (Fin.le_def.2 (not_lt.1 hi))⟩
    · refine ⟨∑ i, |e i|, fun i _ => (le_abs_self _).trans ?_, fun i hi => ?_⟩
      · exact Finset.single_le_sum (f := fun i => |e i|) (fun j _ => abs_nonneg _)
          (Finset.mem_univ i)
      · exact absurd i.isLt (by omega)
  have h : ∀ i, occ n i * (e i - μ) ≤ q i * (e i - μ) := by
    intro i
    unfold occ
    split_ifs with hi
    · nlinarith [mul_nonneg (sub_nonneg.2 (h1 i)) (sub_nonneg.2 (hlo i hi))]
    · nlinarith [mul_nonneg (h0 i) (sub_nonneg.2 (hhi i hi))]
  have hs := Finset.sum_le_sum fun i (_ : i ∈ Finset.univ) => h i
  simp only [mul_sub, Finset.sum_sub_distrib, ← Finset.sum_mul] at hs
  rw [hq] at hs
  linarith

lemma trace_density_mul (n : ℕ) (X M : Matrix (Fin N) (Fin N) ℝ) :
    trace (density n X * M) = ∑ i, occ n i * (Xᵀ * M * X) i i := by
  have h : density n X * M = X * (diagonal (occ n) * (Xᵀ * M)) := by
    simp only [density, Matrix.mul_assoc]
  rw [h, trace_mul_comm, Matrix.mul_assoc (diagonal (occ n))]
  simp only [Matrix.trace, Matrix.diag_apply, Matrix.diagonal_mul]

lemma IsOrbitals.diag (h : IsOrbitals H S C e) : Cᵀ * H * C = diagonal e := by
  rw [Matrix.mul_assoc, h.secular, ← Matrix.mul_assoc, ← Matrix.mul_assoc, h.orthonormal,
    Matrix.one_mul]

/-- Variational principle: the sum of the `n` lowest levels is at most `tr(PH)` for the
density matrix `P` of any `S`-orthonormal trial orbitals. -/
theorem variational (n : ℕ) (h : IsOrbitals H S C e) (hX : Xᵀ * S * X = 1) :
    ∑ i, occ n i * e i ≤ trace (density n X * H) := by
  -- expand the trial orbitals in the eigenorbitals, with orthogonal coefficients `U`
  have hC : C * (Cᵀ * S) = 1 := mul_eq_one_comm.1 h.orthonormal
  obtain ⟨U, rfl⟩ : ∃ U, X = C * U :=
    ⟨Cᵀ * S * X, by rw [← Matrix.mul_assoc, hC, Matrix.one_mul]⟩
  have hM : ∀ M, (C * U)ᵀ * M * (C * U) = Uᵀ * (Cᵀ * M * C) * U := fun M => by
    simp only [transpose_mul, Matrix.mul_assoc]
  have hU : Uᵀ * U = 1 := by rwa [hM, h.orthonormal, Matrix.mul_one] at hX
  have hU' : U * Uᵀ = 1 := mul_eq_one_comm.1 hU
  have col : ∀ j, ∑ i, U i j ^ 2 = 1 := fun j => by
    simpa [Matrix.mul_apply, sq] using congrFun (congrFun hU j) j
  have row : ∀ i, ∑ j, U i j ^ 2 = 1 := fun i => by
    simpa [Matrix.mul_apply, sq] using congrFun (congrFun hU' i) i
  have o0 : ∀ j : Fin N, 0 ≤ occ n j := fun j => by unfold occ; split_ifs <;> norm_num
  have o1 : ∀ j : Fin N, occ n j ≤ 1 := fun j => by unfold occ; split_ifs <;> norm_num
  have ht : trace (density n (C * U) * H) = ∑ i, (∑ j, occ n j * U i j ^ 2) * e i := by
    rw [trace_density_mul, hM, h.diag]
    simp only [Matrix.mul_apply (M := Uᵀ * diagonal e), Matrix.mul_diagonal,
      transpose_apply, Finset.mul_sum, Finset.sum_mul]
    rw [Finset.sum_comm]
    exact Finset.sum_congr rfl fun i _ => Finset.sum_congr rfl fun j _ => by ring
  rw [ht]
  refine aufbau n h.ordered
    (fun i => Finset.sum_nonneg fun j _ => mul_nonneg (o0 j) (sq_nonneg _)) (fun i => ?_) ?_
  · rw [← row i]
    exact Finset.sum_le_sum fun j _ => mul_le_of_le_one_left (sq_nonneg _) (o1 j)
  · rw [Finset.sum_comm]
    simp only [← Finset.mul_sum, col, mul_one]

lemma trace_density (n : ℕ) (h : IsOrbitals H S C e) :
    trace (density n C * H) = ∑ i, occ n i * e i := by
  simp only [trace_density_mul, h.diag, diagonal_apply_eq]

/-- The energy can be computed from any complete set of ordered orbitals. -/
theorem energy_eq (n : ℕ) (h : IsOrbitals H S C e) :
    energy H S n = 2 * ∑ i, occ n i * e i := by
  obtain ⟨C', e', h', hE⟩ := Classical.epsilon_spec
    (p := fun E : ℝ => ∃ C e, IsOrbitals H S C e ∧ E = 2 * ∑ i, occ n i * e i)
    ⟨_, C, e, h, rfl⟩
  have h1 := variational n h h'.orthonormal
  have h2 := variational n h' h.orthonormal
  rw [trace_density n h'] at h1
  rw [trace_density n h] at h2
  exact hE.trans (by linarith)

/-- Frozen-density extrapolation from `K₀` to `K` never underestimates the energy, for
symmetric `D`, `W` and positive definite `S`. -/
theorem energy_le_frozen (n : ℕ) (hD : D.IsSymm) (hW : W.IsSymm) (hS : S.PosDef) {K₀ : ℝ}
    (h : IsOrbitals (D + K₀ • W) S C e) (K : ℝ) :
    energy (D + K • W) S n
      ≤ energy (D + K₀ • W) S n + 2 * (K - K₀) * trace (density n C * W) := by
  obtain ⟨C', e', h'⟩ := exists_orbitals (hD.add (hW.smul K)) hS
  -- the orbitals at `K₀` serve as trial orbitals at `K`
  have hv := variational n h' h.orthonormal
  have ht := trace_density n h
  rw [energy_eq n h', energy_eq n h]
  simp only [Matrix.mul_add, Matrix.mul_smul, trace_add, trace_smul, smul_eq_mul] at hv ht
  linarith

/-- The energy is a concave function of the Wolfsberg-Helmholz constant `K`, for symmetric
`D`, `W` and positive definite `S`. -/
theorem energy_concave (n : ℕ) (hD : D.IsSymm) (hW : W.IsSymm) (hS : S.PosDef) :
    ConcaveOn ℝ Set.univ fun K : ℝ => energy (D + K • W) S n := by
  refine ⟨convex_univ, fun x _ y _ a b ha hb hab => ?_⟩
  obtain rfl : b = 1 - a := by linarith
  obtain ⟨C, e, h⟩ := exists_orbitals (hD.add (hW.smul (a * x + (1 - a) * y))) hS
  have hx := mul_le_mul_of_nonneg_left (energy_le_frozen n hD hW hS h x) ha
  have hy := mul_le_mul_of_nonneg_left (energy_le_frozen n hD hW hS h y) hb
  simp only [smul_eq_mul]
  linarith

/-- For symmetric `D`, `W` and positive definite `S`, the expectation value `tr(PW)` never
increases when `K` is raised. -/
theorem trace_antitone (n : ℕ) (hD : D.IsSymm) (hW : W.IsSymm) (hS : S.PosDef) {K₁ K₂ : ℝ}
    {C' : Matrix (Fin N) (Fin N) ℝ} {e' : Fin N → ℝ} (hK : K₁ < K₂)
    (h₁ : IsOrbitals (D + K₁ • W) S C e) (h₂ : IsOrbitals (D + K₂ • W) S C' e') :
    trace (density n C' * W) ≤ trace (density n C * W) := by
  have a := energy_le_frozen n hD hW hS h₁ K₂
  have b := energy_le_frozen n hD hW hS h₂ K₁
  refine le_of_mul_le_mul_left ?_ (sub_pos.2 hK)
  linarith

/-- Hellmann-Feynman theorem: for symmetric `D`, `W` and positive definite `S`, wherever the
energy is differentiable in `K` its slope is `2 tr(PW)`. -/
theorem hellmann_feynman (n : ℕ) (hD : D.IsSymm) (hW : W.IsSymm) (hS : S.PosDef) {K₀ E' : ℝ}
    (h : IsOrbitals (D + K₀ • W) S C e)
    (hE : HasDerivAt (fun K : ℝ => energy (D + K • W) S n) E' K₀) :
    E' = 2 * trace (density n C * W) := by
  -- the error of the extrapolation is smallest at `K₀`
  have hmin : IsLocalMin (fun K : ℝ => K * (2 * trace (density n C * W))
      - energy (D + K • W) S n) K₀ := by
    refine Filter.Eventually.of_forall fun K => ?_
    have hb := energy_le_frozen n hD hW hS h K
    dsimp only
    linarith
  have hz := hmin.hasDerivAt_eq_zero
    (((hasDerivAt_id' K₀).mul_const (2 * trace (density n C * W))).fun_sub hE)
  linarith

end FrozenDensityExtrapolation
```

```lean
#print axioms FrozenDensityExtrapolation.energy_le_frozen
-- 'FrozenDensityExtrapolation.energy_le_frozen' depends on axioms: [propext, Classical.choice, Quot.sound]
#print axioms FrozenDensityExtrapolation.energy_concave
-- 'FrozenDensityExtrapolation.energy_concave' depends on axioms: [propext, Classical.choice, Quot.sound]
#print axioms FrozenDensityExtrapolation.trace_antitone
-- 'FrozenDensityExtrapolation.trace_antitone' depends on axioms: [propext, Classical.choice, Quot.sound]
#print axioms FrozenDensityExtrapolation.hellmann_feynman
-- 'FrozenDensityExtrapolation.hellmann_feynman' depends on axioms: [propext, Classical.choice, Quot.sound]
```

## How the lemmas carry the argument

`exists_eigenbasis` takes Mathlib's spectral theorem for a symmetric matrix and sorts the eigenvalues. `exists_orbitals` uses it twice, first for S and then for VᵀHV. The step from CᵀSC = 1 to SCCᵀ = 1, which the secular equation needs, relies on `mul_eq_one_comm`: for square matrices a one-sided inverse is two-sided.

In `aufbau`, μ is the level e_n when n < N. Otherwise every orbital is filled and the sum of all |e_i| serves as an upper bound. The two calls of `nlinarith` prove the sign inequality for occupied and for empty orbitals.

`trace_density_mul` rewrites tr(PM) as a sum of diagonal elements over occupied orbitals, and `IsOrbitals.diag` states CᵀHC = diag(e). In `variational`, the trial matrix is replaced by `C * U`; `row` and `col` are the sums of squares, and `ht` is the formula for tr(P_X H). The last lines check the conditions on q and pass them to `aufbau`. The equality for eigenorbitals is `trace_density`.

The definition of `energy` uses `Classical.epsilon` to select a number obtained from some set of orbitals. `energy_eq` shows that every set gives this same number, by applying the variational principle in both directions between two sets. Together with `exists_orbitals`, this makes `energy` the intended sum for symmetric H and positive definite S.

`energy_le_frozen` then takes eigenorbitals at K, uses those at K₀ as trial orbitals, expands the trace linearly and finishes with `linarith`. `energy_concave` applies it twice from the intermediate point, multiplied by the two weights. `trace_antitone` adds the two opposite bounds and divides by K₂ − K₁ > 0. `hellmann_feynman` sets the derivative to zero at the minimum `hmin`; differentiability is its hypothesis `hE`, and it can fail where levels cross at the Fermi level.
